# Mean square velocity under independent random-sign kicks: limit $a^2/(g(2-g))$ for friction $0<g<2$, value $v_0^2+na^2$ without friction

## Errors that average to zero but still heat

Suppose that the forces in a molecular dynamics run carry a small random error of zero mean. If one concludes that the error averages out and watches only the mean velocity, nothing looks wrong. The mean kinetic energy can nevertheless rise at every step, because a kick that speeds the particle up adds more energy than the opposite kick removes. With independent kicks of fixed size on an otherwise free particle and no friction, this heating has no upper limit.

Friction can stop the heating, but the mean square velocity settles to a stationary value only for a limited range of friction per step. Let $a$ be the size of the velocity change in one kick and $g$ the fraction of the velocity that friction removes in one step. Within the range, the stationary mean square velocity is larger than the small-friction estimate $a^2/(2g)$, so that a temperature read from the estimate is too low.

## One velocity component with friction and random signs

Let $v(n)$ be one velocity component after $n$ steps, with $v(0)=v_0$, and let

$$v(n+1) = (1-g)\,v(n) + a\,s(n), \qquad s(n)=\pm 1 .$$

The number $g$ is the fraction of the velocity that friction removes in one step. For a friction rate $\gamma$ and an explicit Euler step of length $\Delta t$ it is $g=\gamma\,\Delta t$. The number $a$ is the velocity change caused by the force error in one step: an error $\pm\sigma$ in the force on a mass $m$ gives $a=\sigma\,\Delta t/m$. The signs are independent, and each is $+1$ or $-1$ with probability $1/2$.

In plane-wave molecular dynamics, an incompletely converged electronic state is one source of force errors. For a single free velocity component with independent errors of fixed size, the result tells how much kinetic energy such errors feed in and where friction balances them. Real force errors may be biased or correlated in time, and the model contains neither effect.

## Where the mean square velocity goes

Write $M(n)$ for the mean of $v(n)^2$ over all sign histories. For real $a$ and $v_0$:

- If $0<g<2$, then $M(n)\to a^2/(g(2-g))$.
- If $g=0$, then $M(n)=v_0^2+na^2$ for every $n$.
- If $a\neq0$ and either $g\le0$ or $g\ge2$, then $M(n)$ grows beyond every bound.

For $a\ne0$, a finite limit therefore exists exactly when $0<g<2$. The mean kinetic energy of the component is $mM(n)/2$, so each statement about $M(n)$ is also one about energy.

## The energy balance of one step

The velocity $v(n)$ depends only on $s(0),\dots,s(n-1)$. Fix these signs, write $v$ for the resulting velocity, and average over the two values of $s(n)$. The mean of the new velocity is

$$\tfrac12\big[((1-g)v+a)+((1-g)v-a)\big]=(1-g)v .$$

Averaging over the earlier signs as well shows that each step multiplies the mean velocity by $1-g$. After $n$ steps it is $(1-g)^n v_0$, which doesn't contain $a$ at all. The mean velocity therefore carries no trace of the kicks.

For the square, the same average gives

$$\tfrac12\big[((1-g)v+a)^2+((1-g)v-a)^2\big]=(1-g)^2v^2+a^2 ,$$

since the cross terms $\pm2(1-g)va$ cancel. Averaging over the earlier signs yields

$$M(n+1)=(1-g)^2M(n)+a^2,\qquad M(0)=v_0^2 .$$

## Fixed point and transient

A stationary value $L$ must satisfy $L=(1-g)^2L+a^2$. Because $1-(1-g)^2=g(2-g)$, this means $g(2-g)L=a^2$. For $g\ne0$ and $g\ne2$ we obtain

$$L=\frac{a^2}{g(2-g)} .$$

Subtracting the equation for $L$ from the recursion gives $M(n+1)-L=(1-g)^2\,(M(n)-L)$, and hence

$$M(n)=L+(1-g)^{2n}\,(v_0^2-L) .$$

If $0<g<2$, then $g(2-g)>0$ and $0\le(1-g)^2<1$. The second term tends to zero, and $M(n)\to L$ from every initial velocity.

The case $g=1$ can be checked directly. The old velocity is then erased in each step, $v(n+1)=a\,s(n)$, and $M(n)=a^2$ from the first step on, in agreement with $L=a^2$. The estimate $a^2/(2g)$ would give half of this. It is the leading behaviour of $L$ for small $g$, and the exact value is larger by the factor $1/(1-g/2)$.

## Heating without friction and beyond the window

For $g=0$ the recursion reads $M(n+1)=M(n)+a^2$, so $M(n)=v_0^2+na^2$.

For $g\le0$ or $g\ge2$ we have $g(2-g)\le0$ and therefore $(1-g)^2\ge1$. Since $M(n)\ge0$, it follows that $M(n+1)\ge M(n)+a^2$, and thus $M(n)\ge v_0^2+na^2$. For $a\neq0$ this lower bound diverges. Negative $g$ is a friction term with the wrong sign. For $g\ge2$ the friction term reverses the velocity without making it smaller, which happens in the explicit Euler step when $\gamma\,\Delta t\ge2$.

The condition $g<2$ is needed for the limit. Take $g=3$, $a=1$ and $v_0=0$. The recursion $M(n+1)=4M(n)+1$ gives $0,1,5,21,\dots$, whereas $a^2/(g(2-g))=-1/3$, which no mean square can approach. The condition $a\ne0$ is needed for the equivalence: with $a=0$ and $g=0$, $M(n)$ stays at $v_0^2$ and has a finite limit although $g$ is not positive.

Independence matters too. If all signs in a history are equal and $g=0$, then $v(n)=v_0\pm na$, and the mean square is $v_0^2+n^2a^2$ instead of $v_0^2+na^2$.

## Histories and averages in Lean

A history of $n$ signs is a function `Fin n → Bool`, and `kick` turns `true` into $+1$ and `false` into $-1$. The function `velocity g a v0 n s` applies the update rule along the history `s`. In a history of $n+1$ signs, `s (Fin.last n)` gives the newest sign $s(n)$, and `s i.castSucc` runs through the earlier ones.

The average `mean n f` is the sum of `f` over all histories divided by $2^n$. Equal weights for all histories are how independence and uniformity enter, and no probability space is required. For $n=0$ there is one empty history, and the average returns its value. The quantity $M(n)$ is `meanSquare g a v0 n`.

The theorem `damped_limit` takes $0<g$ and $g<2$ as hypotheses and states the limit with `Tendsto`, where `atTop` means $n\to\infty$ and `𝓝` denotes the neighbourhoods of the limit. The theorem `undamped_heating` is the equality for $g=0$ at every $n$. In `unbounded_heating` the target is `atTop` on the real numbers, which means growth beyond every bound. Finally, `finite_limit_iff` states the equivalence for $a\ne0$. The initial velocity is arbitrary throughout.

These are statements about averages over histories. When $a\neq0$ and $0<g<2$, a single trajectory keeps fluctuating with probability one, although $M(n)$ converges. The theorems describe neither the time average along a trajectory nor the full velocity distribution. Positions, deterministic forces and coupling between several degrees of freedom are absent from the model.

```lean
import Mathlib

open Filter Topology

namespace NoisyForceFriction

noncomputable section

/-- The sign of a random force kick: `+1` or `-1`. -/
def kick : Bool → ℝ
  | true => 1
  | false => -1

/-- The velocity after `n` steps of `v(n+1) = (1-g) v(n) + a s(n)`, started at `v0`,
along a given history of `n` signs. -/
def velocity (g a v0 : ℝ) : (n : ℕ) → (Fin n → Bool) → ℝ
  | 0, _ => v0
  | n + 1, s =>
      (1 - g) * velocity g a v0 n (fun i => s i.castSucc) + a * kick (s (Fin.last n))

/-- The mean over `n` independent uniform signs: all `2^n` histories have equal weight. -/
def mean (n : ℕ) (f : (Fin n → Bool) → ℝ) : ℝ :=
  (∑ s, f s) / 2 ^ n

/-- The mean of the squared velocity after `n` steps. -/
def meanSquare (g a v0 : ℝ) (n : ℕ) : ℝ :=
  mean n (fun s => velocity g a v0 n s ^ 2)

/-- The mean over `n+1` signs is obtained by averaging over the last sign first,
and then over the other `n`. -/
theorem mean_succ (n : ℕ) (f : (Fin (n + 1) → Bool) → ℝ) :
    mean (n + 1) f = mean n (fun s =>
      (f (Fin.snoc (α := fun _ => Bool) s true)
        + f (Fin.snoc (α := fun _ => Bool) s false)) / 2) := by
  -- a history of n+1 signs is a last sign together with a history of n signs
  have h : ∑ s, f s = ∑ p : Bool × (Fin n → Bool),
      f (Fin.snoc (α := fun _ => Bool) p.2 p.1) :=
    (Equiv.sum_comp (Fin.snocEquiv (fun _ => Bool)) f).symm
  simp only [mean]
  rw [h, Fintype.sum_prod_type, Fintype.sum_bool, ← Finset.sum_div,
    Finset.sum_add_distrib]
  ring

/-- The mean of `c * f + d`, with constants `c` and `d`, is `c` times the mean of `f`, plus `d`. -/
theorem mean_affine (n : ℕ) (c d : ℝ) (f : (Fin n → Bool) → ℝ) :
    mean n (fun s => c * f s + d) = c * mean n f + d := by
  have hc : ((Finset.univ : Finset (Fin n → Bool)).card : ℝ) = 2 ^ n := by simp
  have h2 : (2 : ℝ) ^ n ≠ 0 := by positivity
  simp only [mean]
  rw [Finset.sum_add_distrib, ← Finset.mul_sum, Finset.sum_const, nsmul_eq_mul, hc,
    add_div, mul_div_assoc, mul_div_cancel_left₀ d h2]

/-- The mean velocity after `n` steps is `(1-g)^n v0`, whatever the noise strength. -/
theorem mean_velocity (g a v0 : ℝ) (n : ℕ) :
    mean n (velocity g a v0 n) = (1 - g) ^ n * v0 := by
  induction n with
  | zero => simp [mean, velocity]
  | succ n ih =>
    calc mean (n + 1) (velocity g a v0 (n + 1))
        = mean n (fun s => (1 - g) * velocity g a v0 n s + 0) := by
          rw [mean_succ]
          congr 1
          funext s
          simp only [velocity, Fin.snoc_castSucc, Fin.snoc_last, kick]
          ring
      _ = (1 - g) ^ (n + 1) * v0 := by
          rw [mean_affine, ih]
          ring

/-- Energy balance of one step: friction multiplies the mean square velocity by `(1-g)^2`,
and the noise adds `a^2`. -/
theorem meanSquare_succ (g a v0 : ℝ) (n : ℕ) :
    meanSquare g a v0 (n + 1) = (1 - g) ^ 2 * meanSquare g a v0 n + a ^ 2 := by
  unfold meanSquare
  rw [mean_succ, ← mean_affine]
  congr 1
  funext s
  -- the cross terms of the two signs cancel
  simp only [velocity, Fin.snoc_castSucc, Fin.snoc_last, kick]
  ring

/-- For `g` different from `0` and `2`, the mean square velocity after `n` steps is
`a^2/(g(2-g))` plus the initial deviation from this value times `(1-g)^(2n)`. -/
theorem meanSquare_eq (g a v0 : ℝ) (h0 : g ≠ 0) (h2 : g ≠ 2) (n : ℕ) :
    meanSquare g a v0 n = a ^ 2 / (g * (2 - g))
      + ((1 - g) ^ 2) ^ n * (v0 ^ 2 - a ^ 2 / (g * (2 - g))) := by
  have hL : a ^ 2 / (g * (2 - g)) * (g * (2 - g)) = a ^ 2 :=
    div_mul_cancel₀ _ (mul_ne_zero h0 (sub_ne_zero.mpr h2.symm))
  generalize a ^ 2 / (g * (2 - g)) = L at hL ⊢
  induction n with
  | zero => simp [meanSquare, mean, velocity]
  | succ n ih =>
    rw [meanSquare_succ, ih]
    linear_combination -hL

/-- With friction `0 < g < 2`, the mean square velocity tends to `a^2/(g(2-g))`
from every initial velocity. -/
theorem damped_limit (g a v0 : ℝ) (h0 : 0 < g) (h2 : g < 2) :
    Tendsto (meanSquare g a v0) atTop (𝓝 (a ^ 2 / (g * (2 - g)))) := by
  have hq : (1 - g) ^ 2 < 1 := by nlinarith [mul_pos h0 (sub_pos.mpr h2)]
  -- the memory of the initial velocity dies out geometrically
  have hlim : Tendsto (fun n : ℕ => a ^ 2 / (g * (2 - g))
      + ((1 - g) ^ 2) ^ n * (v0 ^ 2 - a ^ 2 / (g * (2 - g)))) atTop
      (𝓝 (a ^ 2 / (g * (2 - g)) + 0 * (v0 ^ 2 - a ^ 2 / (g * (2 - g))))) :=
    ((tendsto_pow_atTop_nhds_zero_of_lt_one (sq_nonneg _) hq).mul_const _).const_add _
  rw [zero_mul, add_zero] at hlim
  exact hlim.congr fun n => (meanSquare_eq g a v0 h0.ne' h2.ne n).symm

/-- Without friction, the mean square velocity after `n` steps is `v0^2 + n a^2`. -/
theorem undamped_heating (a v0 : ℝ) (n : ℕ) :
    meanSquare 0 a v0 n = v0 ^ 2 + n * a ^ 2 := by
  induction n with
  | zero => simp [meanSquare, mean, velocity]
  | succ n ih =>
    rw [meanSquare_succ, ih]
    push_cast
    ring

/-- If the noise is present (`a ≠ 0`) and `g ≤ 0` or `g ≥ 2`, the mean square velocity
grows beyond every bound. -/
theorem unbounded_heating (g a v0 : ℝ) (ha : a ≠ 0) (hg : g ≤ 0 ∨ 2 ≤ g) :
    Tendsto (meanSquare g a v0) atTop atTop := by
  have hq : 1 ≤ (1 - g) ^ 2 := by
    rcases hg with h | h <;> nlinarith
  -- the heating is at least as fast as without friction
  have hlow : ∀ n : ℕ, v0 ^ 2 + n * a ^ 2 ≤ meanSquare g a v0 n := by
    intro n
    induction n with
    | zero => simp [meanSquare, mean, velocity]
    | succ n ih =>
      have hM : 0 ≤ meanSquare g a v0 n := le_trans (by positivity) ih
      rw [meanSquare_succ]
      push_cast
      nlinarith [mul_nonneg (sub_nonneg.mpr hq) hM]
  have ha2 : 0 < a ^ 2 := by positivity
  exact tendsto_atTop_mono hlow (tendsto_atTop_add_const_left _ _
    (tendsto_natCast_atTop_atTop.atTop_mul_const ha2))

/-- In the presence of noise (`a ≠ 0`), the mean square velocity has a finite limit
exactly when `0 < g < 2`. -/
theorem finite_limit_iff (g a v0 : ℝ) (ha : a ≠ 0) :
    (∃ L : ℝ, Tendsto (meanSquare g a v0) atTop (𝓝 L)) ↔ 0 < g ∧ g < 2 := by
  constructor
  · rintro ⟨L, hL⟩
    by_contra hcon
    have hg : g ≤ 0 ∨ 2 ≤ g := by
      rcases le_or_gt g 0 with h | h
      · exact Or.inl h
      · exact Or.inr (not_lt.mp fun h' => hcon ⟨h, h'⟩)
    exact not_tendsto_nhds_of_tendsto_atTop (unbounded_heating g a v0 ha hg) L hL
  · rintro ⟨h0, h2⟩
    exact ⟨_, damped_limit g a v0 h0 h2⟩

end

end NoisyForceFriction
```

```lean
#print axioms NoisyForceFriction.mean_velocity
#print axioms NoisyForceFriction.meanSquare_eq
#print axioms NoisyForceFriction.undamped_heating
#print axioms NoisyForceFriction.finite_limit_iff
```

```
'NoisyForceFriction.mean_velocity' depends on axioms: [propext, Classical.choice, Quot.sound]
'NoisyForceFriction.meanSquare_eq' depends on axioms: [propext, Classical.choice, Quot.sound]
'NoisyForceFriction.undamped_heating' depends on axioms: [propext, Classical.choice, Quot.sound]
'NoisyForceFriction.finite_limit_iff' depends on axioms: [propext, Classical.choice, Quot.sound]
```

## Averaging over the newest sign

The lemma `mean_succ` justifies averaging over the newest sign with the earlier ones held fixed. `Fin.snoc` appends a sign to a history, and `Fin.snocEquiv` identifies a history of $n+1$ signs with a pair made of its last sign and its first $n$ signs. The sum over histories becomes a double sum, whose part over `Bool` has two terms.

The lemma `mean_affine` says that the average of $cf+d$ is $c$ times the average of $f$, plus $d$. It uses the fact that there are $2^n$ histories, so that a constant keeps its value under averaging.

Together they give the mean velocity after $n$ steps and the recursion for the mean square. In `mean_velocity`, an induction on $n$ applies `mean_affine` with $c=1-g$ and $d=0$. In `meanSquare_succ`, `mean_succ` rewrites the left-hand side of the recursion, and `mean_affine`, used backwards, turns the right-hand side into a single average. The steps `congr 1` and `funext s` then reduce the claim to an identity for one fixed history. After the definitions are unfolded, `ring` verifies this identity, which is the cancellation of the cross terms.

## From the recursion to the limit and the divergence

The proof of `meanSquare_eq` first records in `hL` that the proposed fixed point times $g(2-g)$ equals $a^2$. The hypotheses $g\ne0$ and $g\ne2$ are used here. The command `generalize` then replaces the fraction by a letter `L`, of which only this equation is kept. In the induction step, `linear_combination -hL` confirms that the two sides agree by the fixed-point equation.

For `damped_limit`, the inequality $(1-g)^2<1$ follows from the positive product $g(2-g)$, which is handed to `nlinarith`. Mathlib's result on powers of a number in $[0,1)$ removes the transient, and `meanSquare_eq` carries the limit over to `meanSquare`. The proof of `undamped_heating` is a direct induction with the recursion at $g=0$.

In `unbounded_heating`, `hq` is the inequality $(1-g)^2\ge1$ and `hlow` is the lower bound $v_0^2+na^2$. The induction for `hlow` needs $M(n)\ge0$, which it reads off from the induction hypothesis, since the lower bound is itself nonnegative. The product of $(1-g)^2-1$ and $M(n)$ is then nonnegative, and this is the information that `nlinarith` needs. A comparison with the diverging lower bound finishes the argument.

One direction of `finite_limit_iff` is `damped_limit`. For the other, a value of $g$ outside the window would make $M(n)$ diverge by `unbounded_heating`, and a sequence that grows beyond every bound has no finite limit.
